# Iterated pseudodiagonalisation decouples a real symmetric 2×2 Fock matrix with positive diagonal gap in the limit

A pseudodiagonalisation step can be modelled as a first-order change of the orbitals, which spoils their normalisation slightly, or as a true rotation whose angle comes from first-order perturbation theory. Here it is the second: the rotation matrix is normalised, and the new Fock matrix is a full matrix product.

The model has one occupied orbital, index 0, and one virtual orbital, index 1, both real and orthonormal. Their Fock matrix $F$ is held fixed apart from the rotations themselves.

```lean
import Mathlib

open Matrix Filter Topology

namespace Pseudodiagonalisation

noncomputable section
```

The gap is $D = F_{11} - F_{00}$, and the coupling is $f = F_{01}$.

```lean
/-- The gap between the virtual (index 1) and the occupied (index 0) diagonal element. -/
def gap (F : Matrix (Fin 2) (Fin 2) ℝ) : ℝ := F 1 1 - F 0 0
```

A rotation with tangent $t$ is

$$U(t) = c\begin{pmatrix}1 & t\\ -t & 1\end{pmatrix},\qquad c = \frac{1}{\sqrt{1+t^2}}.$$

Its first column is the new occupied orbital, its second the new virtual one.

```lean
/-- The plane rotation with tangent `t`; its columns are the new occupied and the new
virtual orbital. -/
def rotation (t : ℝ) : Matrix (Fin 2) (Fin 2) ℝ :=
  (1 / Real.sqrt (1 + t ^ 2)) • !![1, t; -t, 1]
```

First-order perturbation theory mixes the virtual orbital into the occupied one with coefficient $-f/D$, so a step takes $t = f/D$ and returns $U^{T}FU$.

```lean
/-- One pseudodiagonalisation step: the Fock matrix is transformed by the rotation whose tangent is
coupling over gap. It is meant for a nonzero gap; at zero gap Lean's division makes the tangent 0,
and the step returns `F`. -/
def step (F : Matrix (Fin 2) (Fin 2) ℝ) : Matrix (Fin 2) (Fin 2) ℝ :=
  (rotation (F 0 1 / gap F))ᵀ * F * rotation (F 0 1 / gap F)
```

The results about steps assume that $F$ is symmetric, as a Fock matrix over real orbitals is, and that $D > 0$: the orbital treated as occupied has the lower diagonal energy. At $D = 0$ the tangent has no meaning.

## (a) The squared normalisation factor

**Task.** Show that, for every real $t$,

$$c^2 = \frac{1}{1+t^2}.$$

**Solution.** Since $1+t^2$ is positive, its square root squares back to it. Lean writes $c^2$ as a product because one factor $c$ comes from $U^T$ and one from $U$.

```lean
/-- The squared normalisation factor of the rotation with tangent `t` is `1 / (1 + t ^ 2)`. -/
theorem normalisation_sq (t : ℝ) :
    1 / Real.sqrt (1 + t ^ 2) * (1 / Real.sqrt (1 + t ^ 2)) = 1 / (1 + t ^ 2) := by
  rw [div_mul_div_comm, one_mul, Real.mul_self_sqrt (by positivity)]
```

## (b) Orthonormality of the new orbitals

**Task.** Show that $U(t)^{T}U(t) = 1$.

**Solution.** Without the prefactors, the product is

$$\begin{pmatrix}1 & -t\\ t & 1\end{pmatrix}\begin{pmatrix}1 & t\\ -t & 1\end{pmatrix} = (1+t^2)\begin{pmatrix}1&0\\0&1\end{pmatrix},$$

and $c^2$ from (a) cancels the factor. In the proof, `key` is this product, checked entry by entry; the remaining lines collect the scalars.

```lean
/-- The rotation keeps the orbitals orthonormal. -/
theorem rotation_orthogonal (t : ℝ) : (rotation t)ᵀ * rotation t = 1 := by
  have key : (!![1, t; -t, 1] : Matrix (Fin 2) (Fin 2) ℝ)ᵀ * !![1, t; -t, 1]
      = (1 + t ^ 2) • (1 : Matrix (Fin 2) (Fin 2) ℝ) := by
    ext i j
    fin_cases i <;> fin_cases j <;> simp [Matrix.mul_apply, Fin.sum_univ_succ] <;> ring
  have h : 1 + t ^ 2 ≠ 0 := by positivity
  unfold rotation
  simp only [Matrix.transpose_smul, Matrix.smul_mul, Matrix.mul_smul, smul_smul]
  rw [normalisation_sq, key, smul_smul, one_div_mul_cancel h, one_smul]
```

## (c) The Fock matrix after one step

**Task.** Let $F$ have diagonal elements $\varepsilon_i$, $\varepsilon_a$ (`ei`, `ea`) and coupling $f$, with $D = \varepsilon_a - \varepsilon_i > 0$. Show that a step gives

$$\begin{pmatrix}\varepsilon_i - \dfrac{f^2D}{D^2+f^2} & -\dfrac{f^3}{D^2+f^2}\\[2ex] -\dfrac{f^3}{D^2+f^2} & \varepsilon_a + \dfrac{f^2D}{D^2+f^2}\end{pmatrix}.$$

**Solution.** Multiply out and use $tD = f$. The off-diagonal element is

$$c^2\left[f(1-t^2) - tD\right] = -c^2t^2f.$$

The diagonal elements are

$$c^2(\varepsilon_i - 2tf + t^2\varepsilon_a) = \varepsilon_i + c^2(t^2D - 2tf) = \varepsilon_i - c^2tf,$$

$$c^2(t^2\varepsilon_i + 2tf + \varepsilon_a) = \varepsilon_a + c^2(2tf - t^2D) = \varepsilon_a + c^2tf.$$

Inserting $t = f/D$ and $c^2 = D^2/(D^2+f^2)$ gives the matrix. The proof substitutes $\varepsilon_a = \varepsilon_i + D$, obtains this form of $c^2$ as `hk`, and settles the four entries with `field_simp` and `ring`.

```lean
/-- For a positive gap `D = ea - ei`, one step lowers the occupied element by
`f² D / (D² + f²)`, raises the virtual one by as much, and leaves the coupling
`-f³ / (D² + f²)`. -/
theorem step_matrix {ei ea f : ℝ} (hD : 0 < ea - ei) :
    step !![ei, f; f, ea] =
      !![ei - f ^ 2 * (ea - ei) / ((ea - ei) ^ 2 + f ^ 2), -f ^ 3 / ((ea - ei) ^ 2 + f ^ 2);
         -f ^ 3 / ((ea - ei) ^ 2 + f ^ 2), ea + f ^ 2 * (ea - ei) / ((ea - ei) ^ 2 + f ^ 2)] := by
  obtain ⟨D, rfl⟩ : ∃ D, ea = ei + D := ⟨ea - ei, by ring⟩
  have hs : ei + D - ei = D := by ring
  rw [hs] at hD ⊢
  have hD0 : D ≠ 0 := hD.ne'
  have hR : D ^ 2 + f ^ 2 ≠ 0 := by positivity
  have hg : gap !![ei, f; f, ei + D] = D := by simp [gap]
  -- the squared cosine of the rotation angle
  have hk : 1 / (1 + (f / D) ^ 2) = D ^ 2 / (D ^ 2 + f ^ 2) := by
    have hu : D * (f / D) = f := by field_simp
    rw [div_eq_div_iff (by positivity) hR]
    linear_combination (-(f + D * (f / D))) * hu
  unfold step
  rw [hg]
  change (rotation (f / D))ᵀ * _ * rotation (f / D) = _
  unfold rotation
  simp only [Matrix.transpose_smul, Matrix.smul_mul, Matrix.mul_smul, smul_smul]
  rw [normalisation_sq, hk]
  ext i j
  fin_cases i <;> fin_cases j <;> simp [Matrix.mul_apply, Fin.sum_univ_succ] <;>
    field_simp <;> ring
```

## (d) The same elements for any symmetric matrix

**Task.** Let $F$ be symmetric with $D > 0$, and let $F'$ be the matrix after one step. Show that $F'$ is symmetric and that

$$F'_{00} = F_{00} - \frac{f^2D}{D^2+f^2},\quad F'_{01} = -\frac{f^3}{D^2+f^2},\quad F'_{11} = F_{11} + \frac{f^2D}{D^2+f^2}.$$

**Solution.** Symmetry, `F.IsSymm` in Lean, means $F_{10} = F_{01}$, so $F$ has the form treated in (c). The equation `e` writes $F$ in that form, and the elements are read off.

```lean
variable {F : Matrix (Fin 2) (Fin 2) ℝ}

/-- A step on a symmetric Fock matrix with positive gap gives a symmetric matrix, with the
occupied element, the coupling and the virtual element as listed. -/
theorem step_elements (hF : F.IsSymm) (hD : 0 < gap F) :
    (step F).IsSymm ∧
    step F 0 0 = F 0 0 - F 0 1 ^ 2 * gap F / (gap F ^ 2 + F 0 1 ^ 2) ∧
    step F 0 1 = -F 0 1 ^ 3 / (gap F ^ 2 + F 0 1 ^ 2) ∧
    step F 1 1 = F 1 1 + F 0 1 ^ 2 * gap F / (gap F ^ 2 + F 0 1 ^ 2) := by
  have e : !![F 0 0, F 0 1; F 0 1, F 1 1] = F := by
    ext i j
    fin_cases i <;> fin_cases j <;> simp [hF.apply 0 1]
  have h := step_matrix (ei := F 0 0) (ea := F 1 1) (f := F 0 1) hD
  rw [e] at h
  refine ⟨?_, congrFun (congrFun h 0) 0, congrFun (congrFun h 0) 1, congrFun (congrFun h 1) 1⟩
  rw [h]
  refine Matrix.IsSymm.ext fun i j => ?_
  fin_cases i <;> fin_cases j <;> rfl
```

## (e) The change of the gap

**Task.** Under the same hypotheses, show that the new gap is

$$D' = D + \frac{2f^2D}{D^2+f^2}.$$

**Solution.** Subtract $F'_{00}$ from $F'_{11}$. The two shifts are equal and opposite, so they add; `linarith` does this subtraction.

```lean
/-- For a symmetric Fock matrix with positive gap `D` and coupling `f`, one step widens the
gap by `2 f² D / (D² + f²)`. -/
theorem gap_step (hF : F.IsSymm) (hD : 0 < gap F) :
    gap (step F) = gap F + 2 * (F 0 1 ^ 2 * gap F / (gap F ^ 2 + F 0 1 ^ 2)) := by
  obtain ⟨-, h0, -, h1⟩ := step_elements hF hD
  have hg : gap F = F 1 1 - F 0 0 := rfl
  change step F 1 1 - step F 0 0 = _
  rw [h0, h1]
  linarith
```

## (f) A lower bound on the gap for all iterates

**Task.** Let $F_n$ be the matrix after $n$ steps, `step^[n] F`, with gap $D_n$ and coupling $f_n$; thus $F_0 = F$. Each step computes its tangent afresh from the current matrix. Show that every $F_n$ is symmetric and

$$D_n \ge D.$$

**Solution.** For $n=0$ this is immediate. If it holds for $n$, then $D_n \ge D > 0$, so (d) applies to $F_n$ and gives symmetry, while (e) adds a non-negative amount to the gap. The Lean induction has the same two cases.

```lean
/-- Started from a symmetric Fock matrix with positive gap, all iterates are symmetric and
have at least the initial gap. -/
theorem iterate_symm_gap (hF : F.IsSymm) (hD : 0 < gap F) (n : ℕ) :
    (step^[n] F).IsSymm ∧ gap F ≤ gap (step^[n] F) := by
  induction n with
  | zero => exact ⟨hF, le_rfl⟩
  | succ n ih =>
    obtain ⟨hs, hg⟩ := ih
    have hp := hD.trans_le hg
    rw [Function.iterate_succ_apply']
    refine ⟨(step_elements hs hp).1, hg.trans ?_⟩
    rw [gap_step hs hp]
    exact le_add_of_nonneg_right (by positivity)
```

## (g) Geometric decay of the coupling

**Task.** Show that

$$|f_n| \le q^n|f|,\qquad q = \frac{f^2}{D^2+f^2}.$$

**Solution.** By (d), $|f_{n+1}| = r_n|f_n|$ with $r_n = f_n^2/(D_n^2+f_n^2)$. The induction hypothesis and $q \le 1$ give $f_n^2 \le f^2$, and (f) gives $D_n^2 \ge D^2$. Cross-multiplied, $r_n \le q$ reads $f_n^2D^2 \le f^2D_n^2$, which follows. Hence $|f_{n+1}| \le q\cdot q^n|f|$. In the proof, `hr` is the inequality $r_n \le q$, and the final `calc` is the last estimate.

```lean
/-- From a symmetric start with positive gap `D` and coupling `f`, the coupling after `n`
steps is at most `(f² / (D² + f²))ⁿ |f|` in magnitude. -/
theorem coupling_geometric (hF : F.IsSymm) (hD : 0 < gap F) (n : ℕ) :
    |(step^[n] F) 0 1| ≤ (F 0 1 ^ 2 / (gap F ^ 2 + F 0 1 ^ 2)) ^ n * |F 0 1| := by
  set q := F 0 1 ^ 2 / (gap F ^ 2 + F 0 1 ^ 2) with hq
  have hq0 : 0 ≤ q := by rw [hq]; positivity
  have hq1 : q ≤ 1 := by
    rw [hq, div_le_one (by positivity)]
    linarith [sq_nonneg (gap F)]
  induction n with
  | zero => simp
  | succ n ih =>
    obtain ⟨hs, hg⟩ := iterate_symm_gap hF hD n
    have hp := hD.trans_le hg
    rw [Function.iterate_succ_apply', (step_elements hs hp).2.2.1]
    generalize step^[n] F = G at *
    have hle : |G 0 1| ≤ |F 0 1| :=
      ih.trans (mul_le_of_le_one_left (abs_nonneg _) (pow_le_one₀ hq0 hq1))
    have hsq : G 0 1 ^ 2 ≤ F 0 1 ^ 2 := sq_le_sq.mpr hle
    have hgsq : gap F ^ 2 ≤ gap G ^ 2 := pow_le_pow_left₀ hD.le hg 2
    -- the contraction ratio never exceeds its initial value
    have hr : G 0 1 ^ 2 / (gap G ^ 2 + G 0 1 ^ 2) ≤ q := by
      rw [hq, div_le_div_iff₀ (by positivity) (by positivity)]
      nlinarith [mul_le_mul hsq hgsq (sq_nonneg _) (sq_nonneg _)]
    have hc : -G 0 1 ^ 3 / (gap G ^ 2 + G 0 1 ^ 2)
        = -(G 0 1 ^ 2 / (gap G ^ 2 + G 0 1 ^ 2) * G 0 1) := by ring
    rw [hc, abs_neg, abs_mul, abs_of_nonneg (by positivity)]
    calc _ ≤ q * (q ^ n * |F 0 1|) := mul_le_mul hr ih (abs_nonneg _) hq0
      _ = q ^ (n + 1) * |F 0 1| := by ring
```

## (h) Growing gap, cubic bound and convergence

**Task.** For a symmetric start with $D > 0$ and a coupling of any size, show that

$$D_n \le D_{n+1},\qquad |f_{n+1}| \le \frac{|f_n|^3}{D^2},\qquad f_n \to 0.$$

**Solution.** The first claim is (e) applied to $F_n$. For the second, (d) gives $|f_{n+1}| = |f_n|^3/(D_n^2+f_n^2)$, and the denominator is at least $D^2$. For the third, $D > 0$ makes $q < 1$, so $q^n|f| \to 0$, and (g) squeezes $f_n$ to zero.

For a large initial coupling the cubic bound alone does not give convergence, since it forces a decrease only when $|f_n| < D$; the geometric bound covers this case too. The three bullets of the proof take the claims in order, ending with `squeeze_zero_norm`.

```lean
/-- Iterated pseudodiagonalisation of a symmetric Fock matrix with positive gap: the gap never
decreases, each new coupling is at most the cube of the old one over the squared initial gap
(in magnitude), and the coupling tends to zero. -/
theorem pseudodiagonalisation_converges (hF : F.IsSymm) (hD : 0 < gap F) :
    (∀ n, gap (step^[n] F) ≤ gap (step^[n + 1] F)) ∧
    (∀ n, |(step^[n + 1] F) 0 1| ≤ |(step^[n] F) 0 1| ^ 3 / gap F ^ 2) ∧
    Tendsto (fun n => (step^[n] F) 0 1) atTop (𝓝 0) := by
  refine ⟨fun n => ?_, fun n => ?_, ?_⟩
  · obtain ⟨hs, hg⟩ := iterate_symm_gap hF hD n
    have hp := hD.trans_le hg
    rw [Function.iterate_succ_apply', gap_step hs hp]
    exact le_add_of_nonneg_right (by positivity)
  · obtain ⟨hs, hg⟩ := iterate_symm_gap hF hD n
    have hp := hD.trans_le hg
    rw [Function.iterate_succ_apply', (step_elements hs hp).2.2.1]
    generalize step^[n] F = G at *
    have hgsq : gap F ^ 2 ≤ gap G ^ 2 := pow_le_pow_left₀ hD.le hg 2
    have hR : 0 < gap G ^ 2 + G 0 1 ^ 2 := by positivity
    rw [abs_div, abs_neg, abs_pow, abs_of_pos hR]
    exact div_le_div_of_nonneg_left (by positivity) (by positivity)
      (by linarith [sq_nonneg (G 0 1)])
  · have h1 : F 0 1 ^ 2 / (gap F ^ 2 + F 0 1 ^ 2) < 1 := by
      rw [div_lt_one (by positivity)]
      linarith [pow_pos hD 2]
    have h := (tendsto_pow_atTop_nhds_zero_of_lt_one (by positivity) h1).mul_const |F 0 1|
    rw [zero_mul] at h
    exact squeeze_zero_norm (fun n => coupling_geometric hF hD n) h
```

## (i) Two conserved quantities

**Task.** Show that, for all $n$,

$$(F_n)_{00} + (F_n)_{11} = F_{00} + F_{11},\qquad D_n^2 + 4f_n^2 = D^2 + 4f^2.$$

**Solution.** It is enough to treat one step. The diagonal shifts cancel in the sum. With $D' = D(D^2+3f^2)/(D^2+f^2)$ from (e),

$$D'^2 + 4f'^2 = \frac{D^2(D^2+3f^2)^2 + 4f^6}{(D^2+f^2)^2} = D^2 + 4f^2,$$

because the numerator, $D^6+6D^4f^2+9D^2f^4+4f^6$, factors as $(D^2+f^2)^2(D^2+4f^2)$. Lean proves the same identity inside an induction, by clearing denominators.

```lean
/-- From a symmetric start with positive gap, the iteration conserves the sum of the diagonal
elements and the squared gap plus four times the squared coupling. -/
theorem iterate_invariants (hF : F.IsSymm) (hD : 0 < gap F) (n : ℕ) :
    (step^[n] F) 0 0 + (step^[n] F) 1 1 = F 0 0 + F 1 1 ∧
    gap (step^[n] F) ^ 2 + 4 * (step^[n] F) 0 1 ^ 2 = gap F ^ 2 + 4 * F 0 1 ^ 2 := by
  induction n with
  | zero => exact ⟨rfl, rfl⟩
  | succ n ih =>
    obtain ⟨hs, hg⟩ := iterate_symm_gap hF hD n
    have hp := hD.trans_le hg
    obtain ⟨-, h0, hc, h1⟩ := step_elements hs hp
    rw [Function.iterate_succ_apply', gap_step hs hp, h0, hc, h1, ← ih.1, ← ih.2]
    generalize step^[n] F = G at *
    have hR : gap G ^ 2 + G 0 1 ^ 2 ≠ 0 := by positivity
    refine ⟨by ring, ?_⟩
    field_simp
    ring
```

## (j) The limit of the occupied element

**Task.** Show that

$$(F_n)_{00} \to \frac{F_{00} + F_{11} - \sqrt{D^2+4f^2}}{2}.$$

**Solution.** Since $D_n > 0$, (i) gives $D_n = \sqrt{D^2+4f^2-4f_n^2}$, and the conserved diagonal sum gives

$$(F_n)_{00} = \frac{F_{00}+F_{11}-D_n}{2}.$$

By (h), $f_n \to 0$, and the right-hand side is continuous in $f_n$. This formula is `key` in the proof, and `fun_prop` supplies the continuity.

The quadratic formula for the characteristic equation identifies the limit as the lower eigenvalue of $F$. For a fixed two-orbital Fock matrix with positive gap, the approximate rotations therefore approach the occupied energy that full diagonalisation would give.

```lean
/-- From a symmetric start with positive gap `D` and coupling `f`, the occupied element tends
to half of the diagonal sum minus half of `√(D² + 4 f²)`. -/
theorem occupied_tendsto (hF : F.IsSymm) (hD : 0 < gap F) :
    Tendsto (fun n => (step^[n] F) 0 0) atTop
      (𝓝 ((F 0 0 + F 1 1 - Real.sqrt (gap F ^ 2 + 4 * F 0 1 ^ 2)) / 2)) := by
  -- the invariants express the occupied element through the coupling alone
  have key : ∀ n, (step^[n] F) 0 0 = (F 0 0 + F 1 1 -
      Real.sqrt (gap F ^ 2 + 4 * F 0 1 ^ 2 - 4 * (step^[n] F) 0 1 ^ 2)) / 2 := by
    intro n
    obtain ⟨ht, hS⟩ := iterate_invariants hF hD n
    have hp := hD.trans_le (iterate_symm_gap hF hD n).2
    rw [← hS, add_sub_cancel_right, Real.sqrt_sq hp.le]
    unfold gap
    linarith
  have hc : Continuous fun x : ℝ => (F 0 0 + F 1 1 -
      Real.sqrt (gap F ^ 2 + 4 * F 0 1 ^ 2 - 4 * x ^ 2)) / 2 := by fun_prop
  have h := (hc.tendsto 0).comp (pseudodiagonalisation_converges hF hD).2.2
  have e0 : gap F ^ 2 + 4 * F 0 1 ^ 2 - 4 * (0 : ℝ) ^ 2 = gap F ^ 2 + 4 * F 0 1 ^ 2 := by ring
  rw [e0] at h
  exact h.congr fun n => (key n).symm

end

end Pseudodiagonalisation
```

```lean
#print axioms Pseudodiagonalisation.rotation_orthogonal
#print axioms Pseudodiagonalisation.iterate_symm_gap
#print axioms Pseudodiagonalisation.occupied_tendsto
```

```
'Pseudodiagonalisation.rotation_orthogonal' depends on axioms: [propext, Classical.choice, Quot.sound]
'Pseudodiagonalisation.iterate_symm_gap' depends on axioms: [propext, Classical.choice, Quot.sound]
'Pseudodiagonalisation.occupied_tendsto' depends on axioms: [propext, Classical.choice, Quot.sound]
```

## Two steps with numbers

Take $F_{00} = 0$, $F_{11} = 2$ and $f = 1$ in any energy unit, so $D = 2$ and $D^2+f^2 = 5$. The first step gives the coupling $-1/5$ and the diagonal elements $-0.4$ and $2.4$. The gap is now $2.8$, and $2.8^2 + 4\cdot 0.2^2 = 8$, as at the start.

The second step has denominator $7.88$. The coupling becomes $0.008/7.88 \approx 0.0010$, and the occupied element becomes $-0.4 - 0.112/7.88 \approx -0.414213$. The limit is $1-\sqrt2 \approx -0.414214$.

## The rotation inside an SCF cycle

Pseudodiagonalisation can take the place of full diagonalisation in cycles of a CNDO, INDO or NDDO calculation. The current Fock matrix is then transformed to the molecular orbitals of the previous cycle, and only its occupied–virtual block is needed for the couplings. With the rotation modelled here, the coefficient columns $C_i$ and $C_a$ of each pair with an appreciable coupling are replaced by $c(C_i - tC_a)$ and $c(tC_i + C_a)$; implementations may choose the angle differently. The density and the Fock matrix are then rebuilt.

With many orbitals, the rotations of different pairs affect one another, and the rebuilt Fock matrix changes the couplings again. The convergence shown above is for a single pair and a fixed Fock matrix, and does not imply convergence of the SCF cycle.
